# Energy errors of at most d move the neutral Fermi level of charged Boltzmann species by at most d

Q: Before any theorem, tell me what a concentration is here and what the symbols stand for.

A: A species i is one defect in one charge state. It has an integer charge q_i in units of the elementary charge, a prefactor a_i (site density times degeneracy) and an energy E_i, which is its formation energy when the Fermi level m is at the zero of the scale. Atomic chemical potentials are already inside E_i. The formation energy at level m and the concentration are

f_i = E_i + q_i m

c_i = a_i exp(−f_i / kT)

Raising m makes positive species more costly and negative ones cheaper. In Lean, energies, levels and kT are real numbers in one common energy unit, and `conc` is this formula for a single species.

```lean
import Mathlib

open Finset

namespace FermiLevelStability

noncomputable section

/-- Concentration of a species with prefactor `a`, energy `E` and charge `q` at Fermi level `m`,
for nonzero thermal energy `kT`. -/
def conc (kT a E : ℝ) (q : ℤ) (m : ℝ) : ℝ :=
  a * Real.exp (-(E + q * m) / kT)
```

Q: And neutrality?

A: The net charge is Σ_i q_i c_i over a finite index type `ι`, and neutrality says that it equals zero. The arguments `a`, `E` and `q` are functions on `ι`, one value per species.

```lean
variable {ι : Type*} [Fintype ι]

/-- Net charge density of all species at Fermi level `m`, for nonzero thermal energy `kT`. -/
def netCharge (kT : ℝ) (a E : ι → ℝ) (q : ι → ℤ) (m : ℝ) : ℝ :=
  ∑ i, (q i : ℝ) * conc kT (a i) (E i) (q i) m
```

Q: Where are the electrons and holes? A defect calculation without them is not charge balance.

A: In the non-degenerate limit they are two more species. Electrons have charge −1 and energy equal to the conduction band edge; holes have charge +1 and energy equal to minus the valence band edge; the prefactors are the effective densities of states. Degenerate carriers, saturation of sites, interactions between defects and a fixed background charge lie beyond this model.

Q: What exactly is claimed?

A: Take two energy sets E and E′ with the same charges, prefactors and kT. The main theorem, `neutrality_stability`, is for a list of at least one species (`[Nonempty ι]`) and assumes:

- `hkT` and `ha`: kT and all prefactors are positive.
- `hq`: every listed charge is nonzero.
- `hE`: |E′_i − E_i| ≤ d for every i.
- `hm` and `hm'`: the first set is neutral at m, the second at m′.

It concludes that |m′ − m| ≤ d and that each ln c_i changes by at most (1 + |q_i|) d / kT. For defect energies from electronic-structure calculations, this turns a uniform error bar into one for the Fermi level that does not grow with the number of species, within the dilute Boltzmann model. When electrons and holes are in the list, d must also cover the errors of the band edges.

Q: You assume neutrality instead of proving that a neutral level exists. Isn't that the hard part?

A: It is an assumption, and it has content: if all charges had the same sign, the sum could not vanish, so both signs must occur and there are at least two species. Uniqueness does follow: put E′ = E and d = 0, and the two levels coincide.

Q: Why exclude neutral defects? Real materials have them.

A: They add nothing to the charge sum, so they can be left off the list when the level is determined. Some charged species is needed, since with only neutral ones every m would be neutral. Once m and m′ are known, the logarithm formula below also holds for q = 0 and gives a change of at most d/kT.

Q: Then derive the Fermi-level bound by hand.

A: Between the two situations, the formation energy changes by

f′_i − f_i = (E′_i − E_i) + q_i (m′ − m)

If q_i > 0 and f_i rises, then c_i falls, and so does q_i c_i. If q_i < 0 and f_i falls, then c_i rises, and q_i c_i again falls. Both cases have the same condition: the charge contribution falls when q_i (f′_i − f_i) > 0.

Now suppose the errors obey |E′_i − E_i| ≤ |q_i| δ. Then q_i (E′_i − E_i) ≥ −q_i² δ, and therefore

q_i (f′_i − f_i) ≥ q_i² (m′ − m − δ)

If m′ − m were larger than δ, the right side would be positive for every i. Every contribution would fall, and so would their sum. But both sums are zero, so m′ − m ≤ δ. Exchanging the two energy sets gives m − m′ ≤ δ.

Since |q_i| ≥ 1, errors of at most d satisfy the assumption with δ = d. If all |q_i| ≥ z > 0, then δ = d/z works.

Q: And the concentrations?

A: Take logarithms. The prefactor cancels:

ln c′_i − ln c_i = −[(E′_i − E_i) + q_i (m′ − m)] / kT

The first term in the bracket is at most d in magnitude and the second at most |q_i| d, which gives (1 + |q_i|) d / kT.

Q: Show me where the sign argument sits in the Lean proof.

A: In `charge_term_lt`. Its hypothesis `h` says that q times the formation energy rises. The inner statement `mono` says that a higher formation energy gives a lower concentration, and `lt_trichotomy` splits on the sign of q. For q = 0 the hypothesis would read 0 < 0, so that case closes at once.

```lean
/-- At positive temperature and prefactor, the charge carried by a species falls when its charge
times its formation energy rises. -/
theorem charge_term_lt {kT a E E' m m' : ℝ} {q : ℤ} (hkT : 0 < kT) (ha : 0 < a)
    (h : (q : ℝ) * (E + q * m) < q * (E' + q * m')) :
    (q : ℝ) * conc kT a E' q m' < q * conc kT a E q m := by
  -- a larger formation energy means a smaller concentration
  have mono : ∀ x y : ℝ, x < y → a * Real.exp (-y / kT) < a * Real.exp (-x / kT) := by
    intro x y hxy
    have h1 : -y / kT < -x / kT := div_lt_div_of_pos_right (by linarith) hkT
    exact mul_lt_mul_of_pos_left (Real.exp_lt_exp.2 h1) ha
  unfold conc
  rcases lt_trichotomy (q : ℝ) 0 with hq | hq | hq
  · have hx : E' + q * m' < E + q * m := by
      by_contra hn
      have := mul_nonneg (neg_nonneg.2 hq.le) (sub_nonneg.2 (not_lt.1 hn))
      linarith
    have := mul_pos (neg_pos.2 hq) (sub_pos.2 (mono _ _ hx))
    linarith
  · rw [hq] at h
    simp at h
  · have hx : E + q * m < E' + q * m' := by
      by_contra hn
      have := mul_nonneg hq.le (sub_nonneg.2 (not_lt.1 hn))
      linarith
    have := mul_pos hq (sub_pos.2 (mono _ _ hx))
    linarith
```

The next lemma is the estimate q_i (E′_i − E_i) ≥ −q_i² δ, stated for real numbers with `x` as the energy error.

```lean
/-- An energy error of at most `|q| δ`, multiplied by the charge `q`, is at least `-q² δ`. -/
theorem charge_mul_error_ge {q x δ : ℝ} (h : |x| ≤ |q| * δ) : -(q ^ 2 * δ) ≤ q * x := by
  have h1 : |q * x| ≤ q ^ 2 * δ := by
    rw [abs_mul, ← sq_abs q]
    have := mul_le_mul_of_nonneg_left h (abs_nonneg q)
    linarith
  exact (abs_le.1 h1).1
```

Q: And the contradiction with the two zero sums?

A: That is `fermi_shift_le`. The inner claim `up` is the one-sided bound for arbitrary energy sets `F` and `F'`, so it can be applied once in each direction. `Finset.sum_lt_sum_of_nonempty` turns the fall of every term into a fall of the sum. The tolerance |q_i| δ allows larger errors for more highly charged species.

```lean
/-- For charged species with positive prefactors at positive temperature, energy errors of at most
`|q i| δ` move the neutral Fermi level by at most `δ`, if there is at least one species. -/
theorem fermi_shift_le [Nonempty ι] {kT δ m m' : ℝ} {a E E' : ι → ℝ} {q : ι → ℤ}
    (hkT : 0 < kT) (ha : ∀ i, 0 < a i) (hq : ∀ i, q i ≠ 0)
    (hE : ∀ i, |E' i - E i| ≤ |(q i : ℝ)| * δ)
    (hm : netCharge kT a E q m = 0) (hm' : netCharge kT a E' q m' = 0) :
    |m' - m| ≤ δ := by
  -- a larger upward shift would lower every charge contribution
  have up : ∀ (F F' : ι → ℝ) (n n' : ℝ), (∀ i, |F' i - F i| ≤ |(q i : ℝ)| * δ) →
      netCharge kT a F q n = 0 → netCharge kT a F' q n' = 0 → n' - n ≤ δ := by
    intro F F' n n' hF hn hn'
    by_contra hlt
    have hlt' : 0 < n' - n - δ := by linarith [not_le.1 hlt]
    have hsum : netCharge kT a F' q n' < netCharge kT a F q n := by
      unfold netCharge
      refine Finset.sum_lt_sum_of_nonempty Finset.univ_nonempty fun i _ => ?_
      apply charge_term_lt hkT (ha i)
      have hqi : (q i : ℝ) ≠ 0 := Int.cast_ne_zero.2 (hq i)
      have h1 := charge_mul_error_ge (hF i)
      have h2 : 0 < (q i : ℝ) ^ 2 * (n' - n - δ) := by positivity
      linarith
    linarith
  have h1 := up E E' m m' hE hm hm'
  have h2 := up E' E m' m (fun i => by rw [abs_sub_comm]; exact hE i) hm' hm
  exact abs_le.2 ⟨by linarith, h1⟩
```

The version with a minimum charge magnitude z puts δ = d/z into this theorem and checks that |q_i| d/z ≥ d. Electrons and holes have charge magnitude one, so with them in the list z cannot exceed 1 and the bound is no better than d.

```lean
/-- If every charge has magnitude at least `z > 0`, energy errors of at most `d` move the neutral
Fermi level by at most `d / z`, for at least one species and positive prefactors and temperature. -/
theorem fermi_shift_le_div [Nonempty ι] {kT d z m m' : ℝ} {a E E' : ι → ℝ} {q : ι → ℤ}
    (hkT : 0 < kT) (ha : ∀ i, 0 < a i) (hz : 0 < z) (hq : ∀ i, z ≤ |(q i : ℝ)|)
    (hE : ∀ i, |E' i - E i| ≤ d)
    (hm : netCharge kT a E q m = 0) (hm' : netCharge kT a E' q m' = 0) :
    |m' - m| ≤ d / z := by
  refine fermi_shift_le hkT ha (fun i h0 => ?_) (fun i => ?_) hm hm'
  · have := hq i
    rw [h0] at this
    simp at this
    linarith
  · have hd : 0 ≤ d / z := div_nonneg ((abs_nonneg _).trans (hE i)) hz.le
    have h1 := mul_le_mul_of_nonneg_right (hq i) hd
    have h2 : z * (d / z) = d := by field_simp
    linarith [hE i]
```

Q: So the rest is the logarithm?

A: Yes. `log_conc_sub` is the logarithm formula above. `neutrality_stability` then takes z = 1, because a nonzero integer has magnitude at least one, and finishes with the triangle inequality `abs_add_le`.

```lean
/-- The change of a log concentration is minus the change of formation energy over `kT`, for a
positive prefactor. -/
theorem log_conc_sub {kT a E E' m m' : ℝ} {q : ℤ} (ha : 0 < a) :
    Real.log (conc kT a E' q m') - Real.log (conc kT a E q m)
      = -((E' - E) + q * (m' - m)) / kT := by
  unfold conc
  rw [Real.log_mul ha.ne' (Real.exp_pos _).ne', Real.log_mul ha.ne' (Real.exp_pos _).ne',
    Real.log_exp, Real.log_exp]
  ring

/-- For charged species with positive prefactors at positive temperature, energy errors of at most
`d` move the neutral Fermi level by at most `d` and each log concentration by at most
`(1 + |q i|) d / kT`, if there is at least one species. -/
theorem neutrality_stability [Nonempty ι] {kT d m m' : ℝ} {a E E' : ι → ℝ} {q : ι → ℤ}
    (hkT : 0 < kT) (ha : ∀ i, 0 < a i) (hq : ∀ i, q i ≠ 0) (hE : ∀ i, |E' i - E i| ≤ d)
    (hm : netCharge kT a E q m = 0) (hm' : netCharge kT a E' q m' = 0) :
    |m' - m| ≤ d ∧ ∀ i, |Real.log (conc kT (a i) (E' i) (q i) m')
      - Real.log (conc kT (a i) (E i) (q i) m)| ≤ (1 + |(q i : ℝ)|) * d / kT := by
  -- nonzero integer charges have magnitude at least one
  have hs : |m' - m| ≤ d := by
    have h := fermi_shift_le_div hkT ha one_pos
      (fun i => by exact_mod_cast Int.one_le_abs (hq i)) hE hm hm'
    rwa [div_one] at h
  refine ⟨hs, fun i => ?_⟩
  rw [log_conc_sub (ha i), abs_div, abs_neg, abs_of_pos hkT]
  apply div_le_div_of_nonneg_right _ hkT.le
  have h1 := abs_add_le (E' i - E i) ((q i : ℝ) * (m' - m))
  rw [abs_mul] at h1
  have h2 := mul_le_mul_of_nonneg_left hs (abs_nonneg (q i : ℝ))
  linarith [hE i]
```

Q: Give me numbers.

A: Take two species, numbered 0 and 1, with charges +2 and −1, prefactors 1 and 2 in some density unit, and kT = 0.05 eV. Neutrality reads 2c_0 = c_1. The prefactors cancel, leaving E_0 + 2m = E_1 − m, so

m = (E_1 − E_0) / 3

With E_0 = 0.5 eV and E_1 = 2.0 eV, the level is m = 0.5 eV. Now change the energies to 0.4 and 2.1 eV, so that d = 0.1 eV. The new level is 1.7/3 ≈ 0.567 eV, a shift of about 0.067 eV, which is below d. The formation energy of species 0 goes from 1.5 to about 1.533 eV, and so does that of species 1. Both logarithms therefore change by about −0.033/0.05 ≈ −0.67, a factor of about 0.51. The bounds are 3 × 0.1/0.05 = 6 for species 0 and 2 × 0.1/0.05 = 4 for species 1.

Q: Those bounds are far from the actual changes. Can the worst case happen at all?

A: For the Fermi level, yes. For a concentration with d > 0 the bound is never reached, but it can be approached as closely as one likes, for example by a trace species that hardly affects the level, next to a dominant pair with charges +1 and −1. Suppose the level rises by exactly δ. The inequality in the derivation then gives q_i (f′_i − f_i) ≥ 0, so no contribution can rise. The two sums agree, so none can fall either. Since q_i ≠ 0, every concentration is unchanged. In `conc_eq_of_extreme_shift`, `Finset.sum_eq_sum_iff_of_le` is the step from equal sums to equal terms.

```lean
/-- If energy errors of at most `|q i| δ` raise the neutral Fermi level by exactly `δ`, all
concentrations are unchanged, for charged species with positive prefactors and temperature. -/
theorem conc_eq_of_extreme_shift {kT δ m m' : ℝ} {a E E' : ι → ℝ} {q : ι → ℤ}
    (hkT : 0 < kT) (ha : ∀ i, 0 < a i) (hq : ∀ i, q i ≠ 0)
    (hE : ∀ i, |E' i - E i| ≤ |(q i : ℝ)| * δ)
    (hm : netCharge kT a E q m = 0) (hm' : netCharge kT a E' q m' = 0)
    (hs : m' - m = δ) (i : ι) :
    conc kT (a i) (E' i) (q i) m' = conc kT (a i) (E i) (q i) m := by
  have hq' : ∀ j, (q j : ℝ) ≠ 0 := fun j => Int.cast_ne_zero.2 (hq j)
  -- no contribution can rise, and the two sums agree, so none can fall
  have hle : ∀ j ∈ (Finset.univ : Finset ι), (q j : ℝ) * conc kT (a j) (E' j) (q j) m'
      ≤ q j * conc kT (a j) (E j) (q j) m := by
    intro j _
    have h1 := charge_mul_error_ge (hE j)
    rw [← hs] at h1
    have h2 : (q j : ℝ) * (E j + q j * m) ≤ q j * (E' j + q j * m') := by linarith
    rcases h2.eq_or_lt with h | h
    · have hx := mul_left_cancel₀ (hq' j) h
      unfold conc
      rw [hx]
    · exact (charge_term_lt hkT (ha j) h).le
  have hsum := (Finset.sum_eq_sum_iff_of_le hle).1 (hm'.trans hm.symm)
  exact mul_left_cancel₀ (hq' i) (hsum i (Finset.mem_univ i))
```

Q: How does that make the concentration bound strict?

A: There are two cases. If |m′ − m| = d, no concentration changes, and zero is less than the positive bound; for a downward shift, the two energy sets are exchanged first. If |m′ − m| < d, then |q_i| |m′ − m| < |q_i| d because q_i ≠ 0, and the triangle inequality gives a strict result. The `rcases` on `eq_or_lt` makes exactly this split.

```lean
/-- For `d > 0` the bound on each log concentration is strict, for charged species with positive
prefactors at positive temperature and energy errors of at most `d`. -/
theorem log_conc_change_lt {kT d m m' : ℝ} {a E E' : ι → ℝ} {q : ι → ℤ}
    (hkT : 0 < kT) (hd : 0 < d) (ha : ∀ i, 0 < a i) (hq : ∀ i, q i ≠ 0)
    (hE : ∀ i, |E' i - E i| ≤ d)
    (hm : netCharge kT a E q m = 0) (hm' : netCharge kT a E' q m' = 0) (i : ι) :
    |Real.log (conc kT (a i) (E' i) (q i) m') - Real.log (conc kT (a i) (E i) (q i) m)|
      < (1 + |(q i : ℝ)|) * d / kT := by
  have : Nonempty ι := ⟨i⟩
  have hE' : ∀ j, |E' j - E j| ≤ |(q j : ℝ)| * d := by
    intro j
    have h1 : (1 : ℝ) ≤ |(q j : ℝ)| := by exact_mod_cast Int.one_le_abs (hq j)
    have h2 := mul_le_mul_of_nonneg_right h1 hd.le
    linarith [hE j]
  rcases (fermi_shift_le hkT ha hq hE' hm hm').eq_or_lt with h | h
  · -- extreme shift: nothing changes
    have hc : conc kT (a i) (E' i) (q i) m' = conc kT (a i) (E i) (q i) m := by
      rcases eq_or_eq_neg_of_abs_eq h with h | h
      · exact conc_eq_of_extreme_shift hkT ha hq hE' hm hm' h i
      · exact (conc_eq_of_extreme_shift hkT ha hq
          (fun j => by rw [abs_sub_comm]; exact hE' j) hm' hm (by linarith) i).symm
    rw [hc, sub_self, abs_zero]
    positivity
  · rw [log_conc_sub (ha i), abs_div, abs_neg, abs_of_pos hkT]
    apply div_lt_div_of_pos_right _ hkT
    have h1 := abs_add_le (E' i - E i) ((q i : ℝ) * (m' - m))
    rw [abs_mul] at h1
    have h2 := mul_lt_mul_of_pos_left h (abs_pos.2 (Int.cast_ne_zero.2 (hq i) : (q i : ℝ) ≠ 0))
    linarith [hE i]
```

Q: What does an energy error that attains the Fermi-level bound look like physically?

A: It can be a misplaced potential reference, if all species in the list share it, carriers included. Such an error is proportional to the charge, so it attains the bound δ for any charges, but the uniform bound d only if every charge is +1 or −1. Take charges +1 and −1, unit prefactors and zero energies, which are neutral at m = 0. Change the energies to −d and d, that is, E′_i = E_i − q_i d. At m′ = d both formation energies are again zero, so the pair is neutral there. The level has moved by the full d, while the concentrations are what they were. Zero formation energies put each concentration at its prefactor, which is not dilute; adding the same large positive energy to both species in both sets makes the pair dilute and leaves the two levels where they are. `fermi_shift_sharp` verifies the size of the errors and both neutrality conditions; in `Fin 2`, index 0 is the positive species and index 1 the negative one.

```lean
/-- Two species with charges `+1` and `-1` and unit prefactors are neutral at level `0` for zero
energies, and at level `d` for energies `-d` and `d`, which differ from zero by `d ≥ 0`. -/
theorem fermi_shift_sharp (kT d : ℝ) (hd : 0 ≤ d) :
    (∀ i : Fin 2, |(![-d, d] : Fin 2 → ℝ) i - (![0, 0] : Fin 2 → ℝ) i| = d) ∧
      netCharge kT ![1, 1] ![0, 0] ![1, -1] 0 = 0 ∧
      netCharge kT ![1, 1] ![-d, d] ![1, -1] d = 0 := by
  refine ⟨fun i => ?_, ?_, ?_⟩
  · fin_cases i <;> simp [hd]
  · simp [netCharge, conc, Fin.sum_univ_two]
  · simp [netCharge, conc, Fin.sum_univ_two]

end

end FermiLevelStability
```

```lean
#print axioms FermiLevelStability.neutrality_stability
#print axioms FermiLevelStability.log_conc_change_lt
#print axioms FermiLevelStability.fermi_shift_sharp
```

```
'FermiLevelStability.neutrality_stability' depends on axioms: [propext, Classical.choice, Quot.sound]
'FermiLevelStability.log_conc_change_lt' depends on axioms: [propext, Classical.choice, Quot.sound]
'FermiLevelStability.fermi_shift_sharp' depends on axioms: [propext, Classical.choice, Quot.sound]
```
